# Near-nucleus expansion of a density from cusp-obeying orbitals of angular momentum L and continuous higher ones

The theorem `density_cusp` concerns a radial density ρ(r) = ∑ nᵢ r^(2lᵢ) gᵢ(r)², built from finitely many orbitals with real weights nᵢ and no normalisation required. No lᵢ lies below L, the orbitals with lᵢ = L are assumed to obey the cusp condition gᵢ′(0) = −Z gᵢ(0)/(L+1) as a one-sided derivative, and the remaining gᵢ need only be continuous from the right at the nucleus. The conclusion is that ρ(r) = A r^(2L) (1 − 2Zr/(L+1)) + o(r^(2L+1)) as r → 0 from the right, where A is the sum of nᵢ gᵢ(0)² over the orbitals with lᵢ = L. The attempt proves an estimate for each orbital, adds the estimates with `IsLittleO.sum`, and then has to show that the summed expression is the one in the statement.

Lean 4 with Mathlib refuses this proof:

```lean
import Mathlib

open Filter Asymptotics Set
open scoped Topology

namespace DensityCusp

noncomputable section

variable {ι : Type*} [Fintype ι]

/-- The density `ρ(r) = ∑ nᵢ r^(2lᵢ) gᵢ(r)²` of orbitals with weights `nᵢ`, angular momenta `lᵢ`
and radial functions `r^lᵢ gᵢ(r)`. -/
def density (n : ι → ℝ) (l : ι → ℕ) (g : ι → ℝ → ℝ) (r : ℝ) : ℝ :=
  ∑ i, n i * r ^ (2 * l i) * g i r ^ 2

/-- The weight `A = ∑ nᵢ gᵢ(0)²`, summed over the orbitals of angular momentum `L`. -/
def shellWeight (n : ι → ℝ) (l : ι → ℕ) (g : ι → ℝ → ℝ) (L : ℕ) : ℝ :=
  ∑ i with l i = L, n i * g i 0 ^ 2

/-- An orbital obeying the cusp condition for its angular momentum `l` has
`r^(2l) g(r)² = g(0)² r^(2l) (1 - 2Zr/(l+1)) + o(r^(2l+1))` at the nucleus. -/
theorem orbital_expansion {l : ℕ} {Z : ℝ} {g : ℝ → ℝ}
    (h : HasDerivWithinAt g (-Z * g 0 / ((l : ℝ) + 1)) (Ici 0) 0) :
    (fun r => r ^ (2 * l) * g r ^ 2
      - g 0 ^ 2 * r ^ (2 * l) * (1 - 2 * Z * r / ((l : ℝ) + 1)))
      =o[𝓝[≥] 0] fun r => r ^ (2 * l + 1) := by
  have h2 := hasDerivWithinAt_iff_isLittleO.mp (h.mul h)
  have h3 := (isBigO_refl (fun r : ℝ => r ^ (2 * l)) (𝓝[≥] 0)).mul_isLittleO h2
  refine h3.congr (fun r => ?_) (fun r => ?_)
  · simp only [Pi.mul_apply, smul_eq_mul, sub_zero]
    ring
  · simp only [sub_zero]
    ring

/-- An orbital of angular momentum `l > L` whose factor `g` is continuous at the nucleus
contributes only `o(r^(2L+1))` to the density. -/
theorem higher_orbital_negligible {L l : ℕ} {g : ℝ → ℝ} (hl : L < l)
    (hg : ContinuousWithinAt g (Ici 0) 0) :
    (fun r => r ^ (2 * l) * g r ^ 2) =o[𝓝[≥] 0] fun r => r ^ (2 * L + 1) := by
  obtain ⟨k, rfl⟩ := Nat.exists_eq_add_of_lt hl
  have hc : ContinuousWithinAt (fun r : ℝ => r ^ (2 * k + 1) * g r ^ 2) (Ici 0) 0 :=
    (continuous_pow (2 * k + 1)).continuousWithinAt.mul (hg.pow 2)
  have h0 : (0 : ℝ) ^ (2 * k + 1) * g 0 ^ 2 = 0 := by simp
  have ht : Tendsto (fun r : ℝ => r ^ (2 * k + 1) * g r ^ 2) (𝓝[≥] 0) (𝓝 0) := by
    have h := hc.tendsto
    simp only [h0] at h
    exact h
  have h3 := (isBigO_refl (fun r : ℝ => r ^ (2 * L + 1)) (𝓝[≥] 0)).mul_isLittleO
    ((isLittleO_one_iff ℝ).mpr ht)
  refine h3.congr (fun r => ?_) (fun r => ?_)
  · ring
  · simp only [mul_one]

/-- Cusp of the density: if no orbital has angular momentum below `L`, those with `lᵢ = L` obey
the cusp condition and the other `gᵢ` are continuous at the nucleus, then
`ρ(r) = A r^(2L) (1 - 2Zr/(L+1)) + o(r^(2L+1))`. -/
theorem density_cusp {n : ι → ℝ} {l : ι → ℕ} {g : ι → ℝ → ℝ} {L : ℕ} {Z : ℝ}
    (hL : ∀ i, L ≤ l i)
    (hcont : ∀ i, L < l i → ContinuousWithinAt (g i) (Ici 0) 0)
    (hcusp : ∀ i, l i = L →
      HasDerivWithinAt (g i) (-Z * g i 0 / ((L : ℝ) + 1)) (Ici 0) 0) :
    (fun r => density n l g r
      - shellWeight n l g L * r ^ (2 * L) * (1 - 2 * Z * r / ((L : ℝ) + 1)))
      =o[𝓝[≥] 0] fun r => r ^ (2 * L + 1) := by
  -- each orbital separately: lowest shell or higher
  have key : ∀ i, (fun r : ℝ => n i * r ^ (2 * l i) * g i r ^ 2
      - (if l i = L then n i * g i 0 ^ 2 else 0) * r ^ (2 * L)
        * (1 - 2 * Z * r / ((L : ℝ) + 1))) =o[𝓝[≥] 0] fun r => r ^ (2 * L + 1) := by
    intro i
    rcases (hL i).eq_or_lt with h | h
    · refine ((orbital_expansion (hcusp i h.symm)).const_mul_left (n i)).congr_left
        (fun r => ?_)
      simp only [h.symm, if_true]
      ring
    · refine ((higher_orbital_negligible h (hcont i h)).const_mul_left (n i)).congr_left
        (fun r => ?_)
      simp only [if_neg h.ne']
      ring
  have hs := IsLittleO.sum (fun i (_ : i ∈ Finset.univ) => key i)
  refine hs.congr_left (fun r => ?_)
  simp only [density, shellWeight, Finset.sum_filter, Finset.sum_sub_distrib, Finset.sum_mul]

end

end DensityCusp
```

The compiler's answer:

```
Main.lean:65:45: error: unsolved goals
ι : Type u_1
inst✝ : Fintype ι
n : ι → ℝ
l : ι → ℕ
g : ι → ℝ → ℝ
L : ℕ
Z : ℝ
hL : ∀ (i : ι), L ≤ l i
hcont : ∀ (i : ι), L < l i → ContinuousWithinAt (g i) (Ici 0) 0
hcusp : ∀ (i : ι), l i = L → HasDerivWithinAt (g i) (-Z * g i 0 / (↑L + 1)) (Ici 0) 0
key :
  ∀ (i : ι),
    (fun r =>
        n i * r ^ (2 * l i) * g i r ^ 2 -
          (if l i = L then n i * g i 0 ^ 2 else 0) * r ^ (2 * L) * (1 - 2 * Z * r / (↑L + 1))) =o[𝓝[≥] 0]
      fun r => r ^ (2 * L + 1)
hs :
  (∑ i, fun r =>
      n i * r ^ (2 * l i) * g i r ^ 2 -
        (if l i = L then n i * g i 0 ^ 2 else 0) * r ^ (2 * L) * (1 - 2 * Z * r / (↑L + 1))) =o[𝓝[≥] 0]
    fun r => r ^ (2 * L + 1)
r : ℝ
⊢ (∑ i, fun r =>
        n i * r ^ (2 * l i) * g i r ^ 2 -
          (if l i = L then n i * g i 0 ^ 2 else 0) * r ^ (2 * L) * (1 - 2 * Z * r / (↑L + 1)))
      r =
    ∑ i, n i * r ^ (2 * l i) * g i r ^ 2 -
      ∑ i, (if l i = L then n i * g i 0 ^ 2 else 0) * r ^ (2 * L) * (1 - 2 * Z * r / (↑L + 1))
Main.lean:82:54: warning: This simp argument is unused:
  Finset.sum_sub_distrib

Hint: Omit it from the simp argument list.
  [apply] simp only [density, shellWeight, Finset.sum_filter, Finset.sum_mul]

Note: This linter can be disabled with `set_option linter.unusedSimpArgs false`
```

Diagnosis. The error is an equation left open by the last `simp only`. Its left side is a sum of functions, `∑ i, fun r => …`, applied as a whole to `r`, which is the form `IsLittleO.sum` gave to `hs`. Its right side is a difference of two sums of numbers.

`Finset.sum_sub_distrib` should split the left side into such a difference, but it needs a sum whose terms are subtractions. Here each term is a function, with the subtraction inside the `fun`, and nothing in the simp list moves the argument `r` into the sum. The lemma therefore never applies, which is why the warning calls it unused. The warning's hint to omit it would not close the goal.

The repair adds `Finset.sum_apply`, which rewrites a sum of functions evaluated at `r` as the sum of their values at `r`. The terms are then plain subtractions, `Finset.sum_sub_distrib` splits the sum, and the two sides agree. The line break in the new simp list is only layout.

The repair, with which the file compiles:

```diff
@@ -80,5 +80,6 @@
   have hs := IsLittleO.sum (fun i (_ : i ∈ Finset.univ) => key i)
   refine hs.congr_left (fun r => ?_)
-  simp only [density, shellWeight, Finset.sum_filter, Finset.sum_sub_distrib, Finset.sum_mul]
+  simp only [Finset.sum_apply, density, shellWeight, Finset.sum_filter,
+    Finset.sum_sub_distrib, Finset.sum_mul]
 
 end
```
